# Umrigar–Nightingale–Runge branching damping of two fragments is additive for all energy deviations only when their damping ratios agree

Let two fragments have drift norms A, B > 0 and damping ratios r, s ≥ 0, and let

R = √((r²A² + s²B²)/(A² + B²)).

Then

R(e + f) = re + sf for all real e, f

holds if and only if r = s. For two one-electron fragments with the same limiter parameter and time step, this condition becomes A = B.

In diffusion Monte Carlo, e and f are the fragments' local-energy deviations: reference energy minus local energy at the current walker position. Damping multiplies a deviation by a ratio before it enters the branching weight. For non-interacting fragments with a product trial function and additive reference energies, the composite deviation is e + f and its damping ratio is R. For r ≠ s the result therefore identifies a size-consistency error of the branching step at finite time step.

## Derivation from the joint drift

The composite drift v consists of the two fragment drifts side by side, so |v|² = A² + B². Damping reduces the fragment norms to rA and sB, and the damped drift w satisfies

|w|² = r²A² + s²B².

Hence |w| = R|v|: R is the damping ratio of the composite.

If r = s, then R = √(r²) = r, and R(e + f) = re + rf. Conversely, suppose that the identity holds for all e and f. Taking (e, f) = (1, 0) gives R = r, and (0, 1) gives R = s, so r = s.

For unequal ratios, say r < s, we have r² < s² and therefore

r²(A² + B²) < r²A² + s²B² < s²(A² + B²).

Dividing by A² + B² and taking roots gives r < R < s. If only the first fragment deviates, the composite term is Re and the separate term is re, which differ for every e ≠ 0. The case r > s follows by exchanging the fragments.

For one electron, let v > 0 now denote the norm of its own drift. Its damping ratio is

ρ(v) = (−1 + √(1 + 2av²τ))/(av²τ).

Here τ > 0 is the time step. The parameter a > 0 sets how strongly the limiter reduces large drifts, such as those near a node of the trial function. With q = √(1 + 2av²τ), we have av²τ = (q − 1)(q + 1)/2, and thus

ρ(v) = 2/(1 + q).

This is positive and strictly decreasing in v, because q increases with v. So ρ(A) = ρ(B) exactly when A = B.

## The two ratios in Lean

The development uses real numbers throughout.

```lean
import Mathlib

open Real

namespace BranchingDamping

noncomputable section
```

`pairRatio A B r s` is R. Its arguments are plain real numbers; positivity enters as a hypothesis where it is needed.

```lean
/-- Damping ratio of a composite of two fragments with drift norms `A`, `B` and
fragment ratios `r`, `s`; the domain is `A ^ 2 + B ^ 2 ≠ 0`. -/
def pairRatio (A B r s : ℝ) : ℝ :=
  √((r ^ 2 * A ^ 2 + s ^ 2 * B ^ 2) / (A ^ 2 + B ^ 2))
```

`unrRatio a τ v` is ρ(v). At v = 0 Lean's division returns 0, whereas the physical limit is 1, so the theorems about this ratio assume a positive drift norm.

```lean
/-- The Umrigar-Nightingale-Runge damping ratio of one electron with drift norm `v`,
parameter `a` and time step `τ`; the domain is `a * v ^ 2 * τ ≠ 0` and
`0 ≤ 1 + 2 * a * v ^ 2 * τ`. -/
def unrRatio (a τ v : ℝ) : ℝ :=
  (-1 + √(1 + 2 * a * v ^ 2 * τ)) / (a * v ^ 2 * τ)
```

## R as the reduction of the joint drift norm

The vectors `v` and `w` are the joint drifts before and after damping. The type `WithLp 2` of a product gives the pair its Euclidean norm, and `m` and `n` are the numbers of drift components in the fragments. The hypotheses `hr` and `hs` say only how the fragment norms scale; the directions of the damped drifts are not restricted.

The proof writes both joint norms as roots of sums of squares and combines the roots on the right. What remains is the cancellation of A² + B². If that sum vanishes, both fragment drifts vanish and the equation still holds.

```lean
/-- If damping scales the drift norms of two fragments by `r` and `s`, it scales the norm
of the joint drift vector by the composite ratio. -/
theorem norm_damped_drift {m n : ℕ}
    (v w : WithLp 2 (EuclideanSpace ℝ (Fin m) × EuclideanSpace ℝ (Fin n))) {r s : ℝ}
    (hr : ‖w.fst‖ = r * ‖v.fst‖) (hs : ‖w.snd‖ = s * ‖v.snd‖) :
    ‖w‖ = pairRatio ‖v.fst‖ ‖v.snd‖ r s * ‖v‖ := by
  rw [WithLp.prod_norm_eq_of_L2 w, WithLp.prod_norm_eq_of_L2 v, hr, hs, pairRatio,
    ← Real.sqrt_mul' _ (by positivity), mul_pow, mul_pow]
  congr 1
  symm
  apply div_mul_cancel_of_imp
  -- a vanishing joint drift has vanishing fragment drifts
  intro h
  have h1 : ‖v.fst‖ ^ 2 = 0 := by
    linarith [sq_nonneg ‖v.fst‖, sq_nonneg ‖v.snd‖]
  have h2 : ‖v.snd‖ ^ 2 = 0 := by
    linarith [sq_nonneg ‖v.fst‖, sq_nonneg ‖v.snd‖]
  rw [h1, h2, mul_zero, mul_zero, add_zero]
```

## Additivity and equal ratios

The first lemma is the computation R = r for equal ratios. The hypothesis A > 0 is a simple way to ensure a non-zero denominator, and r ≥ 0 gives √(r²) = r.

```lean
/-- Two fragments with the same damping ratio form a composite with that ratio. -/
theorem pairRatio_self {A B r : ℝ} (hA : 0 < A) (hr : 0 ≤ r) :
    pairRatio A B r r = r := by
  have hne : A ^ 2 + B ^ 2 ≠ 0 := by positivity
  rw [pairRatio, ← mul_add, mul_div_assoc, div_self hne, mul_one, Real.sqrt_sq hr]
```

The equivalence therefore assumes only `0 < A` and `0 ≤ r`; B and s may be any real numbers. The quantifier over `e` and `f` is part of the left-hand side: for particular deviations, the two sides can agree even when r ≠ s. In the forward direction, `h 1 0` and `h 0 1` are the two test cases, and `linarith` combines them. In the other direction, `subst` identifies the ratios and the previous lemma replaces R by r.

```lean
/-- The damped local-energy deviation of the composite is the sum of the damped fragment
deviations, for all deviations `e` and `f`, exactly when the damping ratios are equal. -/
theorem damping_additive_iff {A B r s : ℝ} (hA : 0 < A) (hr : 0 ≤ r) :
    (∀ e f : ℝ, pairRatio A B r s * (e + f) = r * e + s * f) ↔ r = s := by
  constructor
  · intro h
    -- let one fragment deviate at a time
    have h1 := h 1 0
    have h2 := h 0 1
    linarith
  · intro h e f
    subst h
    rw [pairRatio_self hA hr]
    ring
```

## Failure when one fragment deviates

The strict bounds require both drifts to be non-zero. `hsq` is r² < s², and `h1` and `h2` multiply it by A² and B². The lemmas on roots and quotients turn each bound on R into the corresponding inequality between squares.

```lean
/-- For unequal fragment ratios and non-zero drifts, the composite ratio lies strictly
between the fragment ratios. -/
theorem pairRatio_strictly_between {A B r s : ℝ} (hA : 0 < A) (hB : 0 < B)
    (hr : 0 ≤ r) (hrs : r < s) :
    r < pairRatio A B r s ∧ pairRatio A B r s < s := by
  have hpos : 0 < A ^ 2 + B ^ 2 := by positivity
  have hsq : r ^ 2 < s ^ 2 := by nlinarith
  have h1 := mul_lt_mul_of_pos_right hsq (pow_pos hA 2)
  have h2 := mul_lt_mul_of_pos_right hsq (pow_pos hB 2)
  unfold pairRatio
  constructor
  · rw [Real.lt_sqrt hr, lt_div_iff₀ hpos]
    linarith
  · rw [Real.sqrt_lt' (lt_of_le_of_lt hr hrs), div_lt_iff₀ hpos]
    linarith
```

The next theorem sets f = 0. Cancelling e ≠ 0 would give R = r, which contradicts the strict bounds. When s < r, `hswap` exchanges the fragments so that the same bounds apply.

```lean
/-- For unequal ratios and non-zero drifts, if the first fragment has a non-zero deviation `e` and
the second has none, the damped composite deviation differs from the sum of the damped fragment
deviations. -/
theorem single_deviation_not_additive {A B r s e : ℝ} (hA : 0 < A) (hB : 0 < B)
    (hr : 0 ≤ r) (hs : 0 ≤ s) (hrs : r ≠ s) (he : e ≠ 0) :
    pairRatio A B r s * (e + 0) ≠ r * e + s * 0 := by
  intro h
  have hR : pairRatio A B r s = r := by
    apply mul_right_cancel₀ he
    linarith
  rcases lt_or_gt_of_ne hrs with hlt | hgt
  · exact absurd hR (pairRatio_strictly_between hA hB hr hlt).1.ne'
  · -- exchange the two fragments
    have hswap : pairRatio A B r s = pairRatio B A s r := by
      unfold pairRatio
      rw [add_comm (r ^ 2 * A ^ 2), add_comm (A ^ 2)]
    rw [hswap] at hR
    exact absurd hR (pairRatio_strictly_between hB hA hs hgt).2.ne
```

## Equal drift norms for one-electron fragments

After cross-multiplication, the rewritten form of ρ reduces to q² = 1 + 2av²τ, which is `hq`.

```lean
/-- The one-electron damping ratio written without cancellation in the numerator. -/
theorem unrRatio_eq {a τ v : ℝ} (ha : 0 < a) (hτ : 0 < τ) (hv : 0 < v) :
    unrRatio a τ v = 2 / (1 + √(1 + 2 * a * v ^ 2 * τ)) := by
  have hq : √(1 + 2 * a * v ^ 2 * τ) ^ 2 = 1 + 2 * a * v ^ 2 * τ :=
    Real.sq_sqrt (by positivity)
  rw [unrRatio, div_eq_div_iff (by positivity) (by positivity)]
  linear_combination hq
```

Monotonicity follows the hand argument: a larger drift norm gives a larger square, a larger root and a larger denominator.

```lean
/-- At a fixed positive time step, a larger drift norm gives a strictly smaller
one-electron damping ratio. -/
theorem unrRatio_strictAnti {a τ v w : ℝ} (ha : 0 < a) (hτ : 0 < τ) (hv : 0 < v)
    (hvw : v < w) : unrRatio a τ w < unrRatio a τ v := by
  rw [unrRatio_eq ha hτ hv, unrRatio_eq ha hτ (hv.trans hvw)]
  have hsq : v ^ 2 < w ^ 2 := by nlinarith
  have hmul := mul_lt_mul_of_pos_left hsq (mul_pos ha hτ)
  have hroot : √(1 + 2 * a * v ^ 2 * τ) < √(1 + 2 * a * w ^ 2 * τ) :=
    Real.sqrt_lt_sqrt (by positivity) (by linarith)
  exact div_lt_div_of_pos_left two_pos (by positivity) (by linarith)
```

The final theorem inserts ρ(A) and ρ(B) into the general equivalence. Strict monotonicity then excludes A < B and A > B. Both electrons have the same `a`, so a limiter whose parameter varies with position is covered only where the two values coincide. The statement concerns the damping at one walker configuration; it gives no estimate of the resulting error in the averaged energy.

```lean
/-- For two one-electron fragments with the same parameter `a` and time step `τ`, the
Umrigar-Nightingale-Runge branching damping is additive for all local-energy deviations
exactly when the drift norms are equal. -/
theorem unr_additive_iff {a τ A B : ℝ} (ha : 0 < a) (hτ : 0 < τ)
    (hA : 0 < A) (hB : 0 < B) :
    (∀ e f : ℝ, pairRatio A B (unrRatio a τ A) (unrRatio a τ B) * (e + f) =
      unrRatio a τ A * e + unrRatio a τ B * f) ↔ A = B := by
  have hr : 0 ≤ unrRatio a τ A := by
    rw [unrRatio_eq ha hτ hA]
    positivity
  rw [damping_additive_iff hA hr]
  constructor
  · intro h
    -- strict monotonicity excludes different drift norms
    rcases lt_trichotomy A B with hlt | heq | hgt
    · exact absurd h (unrRatio_strictAnti ha hτ hA hlt).ne'
    · exact heq
    · exact absurd h (unrRatio_strictAnti ha hτ hB hgt).ne
  · intro h
    rw [h]

end

end BranchingDamping
```

```lean
#print axioms BranchingDamping.norm_damped_drift
#print axioms BranchingDamping.single_deviation_not_additive
#print axioms BranchingDamping.unr_additive_iff
```

```
'BranchingDamping.norm_damped_drift' depends on axioms: [propext, Classical.choice, Quot.sound]
'BranchingDamping.single_deviation_not_additive' depends on axioms: [propext, Classical.choice, Quot.sound]
'BranchingDamping.unr_additive_iff' depends on axioms: [propext, Classical.choice, Quot.sound]
```

## More fragments, and the branching step in a code

The test with one deviating fragment also works by hand for N fragments and any common factor c that does not depend on the deviations. If

c(e₁ + … + e_N) = r₁e₁ + … + r_N e_N

for all deviations, then setting one eᵢ to 1 and the others to 0 gives c = rᵢ for every i. Another choice of such a factor therefore cannot restore additivity for all deviations when the ratios differ.

In a code that uses this damping, each walker's electron drifts are limited one by one. The norm of the full limited drift is divided by that of the full original drift, and the quotient multiplies the deviation in the branching exponent. One can compare this term for two distant fragments treated together with the sum of their separate terms at the same positions. As τ → 0 with non-zero drifts held fixed, all the ratios tend to 1 and the discrepancy disappears.
